# The harmonic oscillator's Boltzmann factors sum to the integral of its thermal kernel's diagonal

The declaration `hasSum_boltzmann` concerns one harmonic oscillator in one dimension, in units where ħ = m = ω = 1, at inverse temperature β > 0. It states that the series of Boltzmann factors exp(−β(n + 1/2)), over n = 0, 1, 2, …, converges to the integral over all real x of the thermal kernel at (x, x). The kernel is given by an explicit formula and is not divided by the partition function; the energies n + 1/2 are likewise written in, not derived from a Hamiltonian. The attempt replaces the integral by 1/(2 sinh(β/2)), using the earlier theorem `partition_function`, and then matches the claim to a geometric series of ratio exp(−β).

This version doesn't compile in Lean 4 with Mathlib:

```lean
import Mathlib

open MeasureTheory
open scoped Real

namespace ThermalOscillator

noncomputable section

/-- The thermal kernel of the harmonic oscillator at inverse temperature `β`,
in units where `ħ = m = ω = 1`. -/
def kernel (β x y : ℝ) : ℝ :=
  Real.exp (-((x ^ 2 + y ^ 2) * Real.cosh β - 2 * x * y) / (2 * Real.sinh β)) /
    Real.sqrt (2 * π * Real.sinh β)

private lemma sqrt_scale {p u : ℝ} (hp : 0 < p) (hu : 0 ≤ u) :
    Real.sqrt (p * u ^ 2) / Real.sqrt p = u := by
  rw [Real.sqrt_mul hp.le, Real.sqrt_sq hu]
  exact mul_div_cancel_left₀ u (Real.sqrt_pos.2 hp).ne'

/-- The integral of the diagonal of the thermal kernel is `1 / (2 sinh (β/2))`. -/
theorem partition_function {β : ℝ} (hβ : 0 < β) :
    ∫ x : ℝ, kernel β x x = 1 / (2 * Real.sinh (β / 2)) := by
  have hs : 0 < Real.sinh β := Real.sinh_pos_iff.2 hβ
  have hh : 0 < Real.sinh (β / 2) := Real.sinh_pos_iff.2 (by linarith)
  have hc : Real.cosh β = 2 * Real.sinh (β / 2) ^ 2 + 1 := by
    have h := Real.cosh_two_mul (β / 2)
    rw [show 2 * (β / 2) = β by ring, Real.cosh_sq] at h
    linarith
  -- the diagonal is a Gaussian in `x`
  have hint : ∀ x : ℝ, kernel β x x =
      Real.exp (-(2 * Real.sinh (β / 2) ^ 2 / Real.sinh β) * x ^ 2) /
        Real.sqrt (2 * π * Real.sinh β) := by
    intro x
    unfold kernel
    rw [hc]
    congr 2
    field_simp
    ring
  have hw : π / (2 * Real.sinh (β / 2) ^ 2 / Real.sinh β) =
      2 * π * Real.sinh β * (1 / (2 * Real.sinh (β / 2))) ^ 2 := by
    field_simp
  simp only [hint]
  rw [integral_div, integral_gaussian, hw]
  exact sqrt_scale (by positivity) (by positivity)

/-- The Boltzmann factors of the energies `n + 1/2` sum to the integral of the diagonal of the
thermal kernel. -/
theorem hasSum_boltzmann {β : ℝ} (hβ : 0 < β) :
    HasSum (fun n : ℕ => Real.exp (-β * (n + 1 / 2))) (∫ x : ℝ, kernel β x x) := by
  rw [partition_function hβ]
  have hh : 0 < Real.sinh (β / 2) := Real.sinh_pos_iff.2 (by linarith)
  have hu : 0 < Real.exp (-(β / 2)) := Real.exp_pos _
  have hg := (hasSum_geometric_of_lt_one (Real.exp_pos (-β)).le
    (Real.exp_lt_one (by linarith))).mul_left (Real.exp (-(β / 2)))
  have h1 : Real.exp (-β) = Real.exp (-(β / 2)) * Real.exp (-(β / 2)) := by
    rw [← Real.exp_add]
    congr 1
    ring
  have p : Real.exp (β / 2) * Real.exp (-(β / 2)) = 1 := by
    rw [← Real.exp_add, add_neg_cancel, Real.exp_zero]
  have h2 : 2 * Real.sinh (β / 2) * Real.exp (-(β / 2)) = 1 - Real.exp (-β) := by
    rw [h1, Real.sinh_eq]
    linear_combination p
  convert hg using 1
  · funext n
    rw [← Real.exp_nat_mul, ← Real.exp_add]
    congr 1
    ring
  · rw [← h2]
    field_simp

end

end ThermalOscillator
```

The compiler's answer:

```
Main.lean:55:5: error(lean.unknownIdentifier): Unknown constant `Real.exp_lt_one`
Main.lean:66:4: error: Tactic `apply` failed: could not unify the conclusion of `@funext`
  ?f = ?g
with the goal
  Real.instAddCommMonoid =
    CommRing.toNonUnitalCommRing.toNonUnitalNonAssocCommRing.toNonUnitalNonAssocSemiring.toAddCommMonoid

Note: The full type of `@funext` is
  ∀ {α : Sort ?u.129} {β : α → Sort ?u.128} {f g : (x : α) → β x}, (∀ (x : α), f x = g x) → f = g

case e'_3
β : ℝ
hβ : 0 < β
hh : 0 < Real.sinh (β / 2)
hu : 0 < rexp (-(β / 2))
hg : HasSum (fun i => rexp (-(β / 2)) * rexp (-β) ^ i) (rexp (-(β / 2)) * (1 - rexp (-β))⁻¹)
h1 : rexp (-β) = rexp (-(β / 2)) * rexp (-(β / 2))
p : rexp (β / 2) * rexp (-(β / 2)) = 1
h2 : 2 * Real.sinh (β / 2) * rexp (-(β / 2)) = 1 - rexp (-β)
⊢ Real.instAddCommMonoid =
    CommRing.toNonUnitalCommRing.toNonUnitalNonAssocCommRing.toNonUnitalNonAssocSemiring.toAddCommMonoid
Main.lean:70:8: error: Tactic `rewrite` failed: Did not find an occurrence of the pattern
  1 - rexp (-β)
in the target expression
  (fun n => rexp (-β * (↑n + 1 / 2))) = fun i => rexp (-(β / 2)) * rexp (-β) ^ i

case e'_5
β : ℝ
hβ : 0 < β
hh : 0 < Real.sinh (β / 2)
hu : 0 < rexp (-(β / 2))
hg : HasSum (fun i => rexp (-(β / 2)) * rexp (-β) ^ i) (rexp (-(β / 2)) * (1 - rexp (-β))⁻¹)
h1 : rexp (-β) = rexp (-(β / 2)) * rexp (-(β / 2))
p : rexp (β / 2) * rexp (-(β / 2)) = 1
h2 : 2 * Real.sinh (β / 2) * rexp (-(β / 2)) = 1 - rexp (-β)
⊢ (fun n => rexp (-β * (↑n + 1 / 2))) = fun i => rexp (-(β / 2)) * rexp (-β) ^ i
Main.lean:50:81: error: unsolved goals
case e'_6
β : ℝ
hβ : 0 < β
hh : 0 < Real.sinh (β / 2)
hu : 0 < rexp (-(β / 2))
hg : HasSum (fun i => rexp (-(β / 2)) * rexp (-β) ^ i) (rexp (-(β / 2)) * (1 - rexp (-β))⁻¹)
h1 : rexp (-β) = rexp (-(β / 2)) * rexp (-(β / 2))
p : rexp (β / 2) * rexp (-(β / 2)) = 1
h2 : 2 * Real.sinh (β / 2) * rexp (-(β / 2)) = 1 - rexp (-β)
⊢ 1 / (2 * Real.sinh (β / 2)) = rexp (-(β / 2)) * (1 - rexp (-β))⁻¹
```

After these edits no error is left:

```diff
@@ -49,9 +49,6 @@
 theorem hasSum_boltzmann {β : ℝ} (hβ : 0 < β) :
     HasSum (fun n : ℕ => Real.exp (-β * (n + 1 / 2))) (∫ x : ℝ, kernel β x x) := by
-  rw [partition_function hβ]
   have hh : 0 < Real.sinh (β / 2) := Real.sinh_pos_iff.2 (by linarith)
   have hu : 0 < Real.exp (-(β / 2)) := Real.exp_pos _
-  have hg := (hasSum_geometric_of_lt_one (Real.exp_pos (-β)).le
-    (Real.exp_lt_one (by linarith))).mul_left (Real.exp (-(β / 2)))
   have h1 : Real.exp (-β) = Real.exp (-(β / 2)) * Real.exp (-(β / 2)) := by
     rw [← Real.exp_add]
@@ -63,11 +60,17 @@
     rw [h1, Real.sinh_eq]
     linear_combination p
-  convert hg using 1
-  · funext n
+  -- the sum is a geometric series with ratio `exp (-β)`
+  have hf : (fun n : ℕ => Real.exp (-β * (n + 1 / 2))) =
+      fun n : ℕ => Real.exp (-(β / 2)) * Real.exp (-β) ^ n := by
+    funext n
     rw [← Real.exp_nat_mul, ← Real.exp_add]
     congr 1
     ring
-  · rw [← h2]
-    field_simp
+  have hv : 1 / (2 * Real.sinh (β / 2)) = Real.exp (-(β / 2)) * (1 - Real.exp (-β))⁻¹ := by
+    rw [← h2, ← div_eq_mul_inv, div_eq_div_iff (by positivity) (by positivity)]
+    ring
+  rw [partition_function hβ, hf, hv]
+  exact (hasSum_geometric_of_lt_one (Real.exp_pos (-β)).le
+    (Real.exp_lt_one_iff.2 (by linarith))).mul_left (Real.exp (-(β / 2)))
 
 end
```

The first message says that `Real.exp_lt_one` does not exist under that name; the repair uses `Real.exp_lt_one_iff.2` instead.

The other three have one cause. `convert hg using 1` left three goals where the proof had two bullets. The extra one, which came first, asks that two routes to the additive structure on the reals be equal. So `funext` met an equation between structures, `rw [← h2]` met the equation between the summands, which does not contain `1 - rexp (-β)`, and the equation between the values was left unsolved.

The repair drops `convert`. It proves the summand and value equations separately, as `hf` and `hv`, and rewrites the goal with them. `exact` then supplies the geometric series, and Lean accepts the two structures as the same by unfolding definitions, so no separate goal arises.

The old `field_simp` for the value equation was never reached, so the messages don't show whether its replacement in `hv` was needed. Moving the `partition_function` rewrite to the end is tidying.
